# With energy denominators i + j, every time ordering of n steps has weight 1/n!

A time ordering is modelled as a finite list of steps of two kinds, tracing a lattice path from the origin, and its weight is the product of the inverse energy denominators at the points (i, j) visited after the origin. The lemma `weight_ladder` takes the denominator at (i, j) to be the rational number i + j, so that each step of either kind adds one unit. It states that the weight is then 1/n!, where n is the total number of steps, whatever their order. The proof is by induction on the list: an auxiliary equation `hc` says that adding a step raises the total count by one, and the recursion for the factorial is meant to do the rest.

This version doesn't compile in Lean 4 with Mathlib:

```lean
import Mathlib

open Finset

namespace FrantzMills

noncomputable section

variable {K : Type*} [Field K]

/-- The product of inverse energy denominators `D i j` over all lattice points `(i, j)` that
a time ordering visits after the origin. -/
def weight (D : ℕ → ℕ → K) : List Bool → K
  | [] => 1
  | s :: w => (D ((s :: w).count true) ((s :: w).count false))⁻¹ * weight D w

private lemma weight_ladder (w : List Bool) :
    weight (fun i j => (i : ℚ) + (j : ℚ)) w
      = ((w.count true + w.count false).factorial : ℚ)⁻¹ := by
  induction w with
  | nil => simp [weight]
  | cons s w ih =>
    have hc : (s :: w).count true + (s :: w).count false
        = (w.count true + w.count false) + 1 := by
      cases s <;> simp <;> omega
    rw [weight, ih, ← Nat.cast_add, hc, Nat.factorial_succ, Nat.cast_mul, mul_inv]

end

end FrantzMills
```

The error:

```
Main.lean:25:27: error: omega could not prove the goal:
a possible counterexample may satisfy the constraints
  c ≥ 0
  b ≥ 0
  a ≥ 0
  a - b - c ≥ 1
where
 a := ↑w.length
 b := ↑(List.count true w)
 c := ↑(List.count false w)
Main.lean:25:27: error: omega could not prove the goal:
a possible counterexample may satisfy the constraints
  c ≥ 0
  b ≥ 0
  a ≥ 0
  a - b - c ≥ 1
where
 a := ↑w.length
 b := ↑(List.count true w)
 c := ↑(List.count false w)
```

Cause. The two messages are the same failure in the two cases of `s`, both inside the proof of `hc`. On the right of `hc`, `simp` replaces the sum `w.count true + w.count false` by `w.length`. On the left, the new step puts a `+ 1` inside one of the two summands, so the sum no longer has that form and the separate counts remain. `omega` then treats the length and the two counts as three unrelated natural numbers. Its possible counterexample has a length greater than the sum of the counts, which is impossible for a real list, but nothing `omega` was given rules it out.

The repair uses `simp` only to prove `h1` to `h4`, each of which concerns a single count, so there is no sum to turn into a length. In each case `rw` puts the two relevant equations into the goal. Both sides are now written in the same two counts, and `omega` has only to rearrange an addition.

After these edits no error is left:

```diff
@@ -23,5 +23,13 @@
     have hc : (s :: w).count true + (s :: w).count false
         = (w.count true + w.count false) + 1 := by
-      cases s <;> simp <;> omega
+      have h1 : (true :: w).count true = w.count true + 1 := by simp
+      have h2 : (true :: w).count false = w.count false := by simp
+      have h3 : (false :: w).count true = w.count true := by simp
+      have h4 : (false :: w).count false = w.count false + 1 := by simp
+      cases s
+      · rw [h3, h4]
+        omega
+      · rw [h1, h2]
+        omega
     rw [weight, ih, ← Nat.cast_add, hc, Nat.factorial_succ, Nat.cast_mul, mul_inv]
 
```
